# Aitken's correction asymptotically leaves a fraction 1/(p+1) of a power-law error

Let $x_n=s+c(n+1)^{-p}$ with real $p>0$ and $c\neq0$, and let $D_n$ be the squared first difference divided by the second difference. Then $x_n-D_n$ retains, in the limit, a fraction $1/(p+1)$ of the error $x_n-s$. The rescaled correction gives $x_n-\frac{p+1}{p}D_n$, whose error divided by the original error $x_n-s$ tends to zero.

Such slow decay can occur in self-consistent iterations at a critical point. For the mean-field Ising magnet in zero field at its critical temperature, the magnetization per spin $M$ is iterated by $M\mapsto\tanh M$, which is close to $M-M^3/3$ for small $M$. From $M>0$ it approaches zero like $n^{-1/2}$, so $p=1/2$. The result concerns a scalar sequence whose power law is exact. It carries over to a real iteration if the error and its first two differences agree to leading order with those of the power law.

## From error ratios to the right weight

Write $e_n=x_n-s$ and $h=1/(n+1)$. Since $n+1+k=(n+1)(1+kh)$,
$$e_{n+k}=e_n(1+kh)^{-p}.$$
Successive errors therefore have ratio tending to 1, which is called logarithmic convergence even though the error is a power of $n+1$. The differences are
$$x_{n+1}-x_n=e_n a,\qquad a=(1+h)^{-p}-1,$$
$$x_{n+2}-2x_{n+1}+x_n=e_n b,\qquad b=(1+2h)^{-p}-2(1+h)^{-p}+1.$$

The second difference is never zero. With $m=n+1$, the arithmetic-geometric inequality and $m(m+2)<(m+1)^2$ give
$$m^{-p}+(m+2)^{-p}\ge 2\,[m(m+2)]^{-p/2}>2(m+1)^{-p}.$$

As $h\to0^+$, $a/h\to-p$, the derivative of $(1+h)^{-p}$ at zero. For $b/h^2$, L'Hôpital's rule gives
$$\lim\frac{b}{h^2}=\lim\,(-p)\,\frac{(1+2h)^{-p-1}-(1+h)^{-p-1}}{h}=-p\,[-2(p+1)+(p+1)]=p(p+1).$$
Hence
$$\frac{D_n}{e_n}=\frac{a^2}{b}=\frac{(a/h)^2}{b/h^2}\to\frac{p^2}{p(p+1)}=\frac{p}{p+1}.$$
For a fixed real weight $w$,
$$\frac{x_n-wD_n-s}{e_n}=1-w\frac{D_n}{e_n}\to1-\frac{wp}{p+1}.$$
The limit is $1/(p+1)$ for $w=1$, and it vanishes exactly when $w=(p+1)/p$.

## Three stored values

In a calculation, one keeps three successive values of a scalar, forms $D_n$, and subtracts its weighted value from the first. Take $p=1$, $c=1$, $s=0$ and $n=9$. The values are $1/10$, $1/11$ and $1/12$, and $D_9=3/55\approx0.0545$. The ordinary correction gives $0.0455$, still 45% of the original error; weight 2 gives $-0.0091$. The weight requires $p$, which can come from analysis of the iteration or from a fit.

## The sequence and its differences in Lean

```lean
import Mathlib

open Filter Topology

namespace LogarithmicConvergence

noncomputable section
```

The name `iterate` denotes the closed formula for $x_n$; no map is being iterated. Its arguments `s`, `c` and `p` are real, and `n` starts at zero.

```lean
/-- The sequence `s + c (n+1)^(-p)`, which approaches `s` when `p > 0`. -/
def iterate (s c p : ℝ) (n : ℕ) : ℝ := s + c * ((n : ℝ) + 1) ^ (-p)
```

The differences are forward differences, defined for any real sequence.

```lean
/-- The first difference of a sequence. -/
def firstDiff (x : ℕ → ℝ) (n : ℕ) : ℝ := x (n + 1) - x n

/-- The second difference of a sequence. -/
def secondDiff (x : ℕ → ℝ) (n : ℕ) : ℝ := x (n + 2) - 2 * x (n + 1) + x n
```

`aitkenStep` is $D_n$, the quantity to be subtracted, rather than the accelerated value. Lean sets division by zero to zero, so the nonvanishing result below is what makes it a genuine quotient here.

```lean
/-- The Aitken correction: the squared first difference divided by the second difference,
meaningful where the second difference is nonzero. -/
def aitkenStep (x : ℕ → ℝ) (n : ℕ) : ℝ := firstDiff x n ^ 2 / secondDiff x n
```

## Errors and the nonzero denominator

Division by $e_n$ is legitimate because $c\neq0$ and a positive number to a real power is positive.

```lean
/-- For nonzero amplitude `c`, no iterate equals `s`. -/
theorem error_ne_zero (s p : ℝ) {c : ℝ} (hc : c ≠ 0) (n : ℕ) :
    iterate s c p n - s ≠ 0 := by
  unfold iterate
  rw [add_sub_cancel_left]
  exact mul_ne_zero hc (Real.rpow_pos_of_pos (by positivity) _).ne'
```

The next lemma is the formula for $e_{n+k}$, obtained by factoring the base and distributing the power.

```lean
/-- After `k` further steps the error is multiplied by `(1 + k/(n+1))^(-p)`. -/
theorem error_shift (s c p : ℝ) (n k : ℕ) :
    iterate s c p (n + k) - s =
      (iterate s c p n - s) * (1 + (k : ℝ) * (1 / ((n : ℝ) + 1))) ^ (-p) := by
  have h0 : (0 : ℝ) < (n : ℝ) + 1 := by positivity
  have h1 : (0 : ℝ) ≤ 1 + (k : ℝ) * (1 / ((n : ℝ) + 1)) := by positivity
  have hi : ((n : ℝ) + 1) * (1 / ((n : ℝ) + 1)) = 1 := mul_one_div_cancel h0.ne'
  have e : ((n + k : ℕ) : ℝ) + 1 =
      ((n : ℝ) + 1) * (1 + (k : ℝ) * (1 / ((n : ℝ) + 1))) := by
    push_cast
    linear_combination (-(k : ℝ)) * hi
  simp only [iterate]
  rw [e, Real.mul_rpow h0.le h1]
  ring
```

For the second difference, `hsq` writes each $y^{-p}$ as the square of $y^{-p/2}$. The strict inequality `h` comes from raising $m(m+2)<(m+1)^2$ to a negative power, and the nonnegative square given to `nlinarith` supplies the arithmetic-geometric inequality.

```lean
/-- For `p > 0` and `c ≠ 0` the second difference of the iterates never vanishes. -/
theorem secondDiff_ne_zero (s : ℝ) {c p : ℝ} (hp : 0 < p) (hc : c ≠ 0) (n : ℕ) :
    secondDiff (iterate s c p) n ≠ 0 := by
  have h0 : (0 : ℝ) < (n : ℝ) + 1 := by positivity
  have h1 : (0 : ℝ) < (n : ℝ) + 1 + 1 := by positivity
  have h2 : (0 : ℝ) < (n : ℝ) + 1 + 2 := by positivity
  have hsq : ∀ y : ℝ, 0 < y → y ^ (-p) = y ^ (-p / 2) * y ^ (-p / 2) := by
    intro y hy
    rw [← Real.rpow_add hy]
    congr 1
    ring
  -- m (m + 2) < (m + 1)², raised to a negative power
  have h := Real.rpow_lt_rpow_of_neg (mul_pos h0 h2)
    (show ((n : ℝ) + 1) * ((n : ℝ) + 1 + 2) < ((n : ℝ) + 1 + 1) * ((n : ℝ) + 1 + 1) by
      nlinarith) (show -p / 2 < 0 by linarith)
  rw [Real.mul_rpow h1.le h1.le, Real.mul_rpow h0.le h2.le] at h
  have gap : 0 < ((n : ℝ) + 1) ^ (-p) + ((n : ℝ) + 1 + 2) ^ (-p)
      - 2 * ((n : ℝ) + 1 + 1) ^ (-p) := by
    rw [hsq _ h0, hsq _ h1, hsq _ h2]
    nlinarith [sq_nonneg (((n : ℝ) + 1) ^ (-p / 2) - ((n : ℝ) + 1 + 2) ^ (-p / 2))]
  have e : secondDiff (iterate s c p) n = c * (((n : ℝ) + 1) ^ (-p)
      + ((n : ℝ) + 1 + 2) ^ (-p) - 2 * ((n : ℝ) + 1 + 1) ^ (-p)) := by
    simp only [secondDiff, iterate]
    push_cast
    rw [show (n : ℝ) + 2 + 1 = (n : ℝ) + 1 + 2 by ring]
    ring
  rw [e]
  exact mul_ne_zero hc gap.ne'
```

## L'Hôpital's rule from the right

The chain rule provides the derivatives.

```lean
/-- The derivative of `(1 + k h)^q` with respect to `h`, where `1 + k h` is positive. -/
theorem hasDerivAt_power (q k h : ℝ) (hk : 0 < 1 + k * h) :
    HasDerivAt (fun t : ℝ => (1 + k * t) ^ q) (k * q * (1 + k * h) ^ (q - 1)) h := by
  have h1 : HasDerivAt (fun t : ℝ => 1 + k * t) (k * 1) h :=
    ((hasDerivAt_id' h).const_mul k).const_add 1
  rw [mul_one] at h1
  exact h1.rpow_const (Or.inl hk.ne')
```

Mathlib's `HasDerivAt.lhopital_zero_nhdsGT` works with the filter `𝓝[>] 0`, which describes approach to zero through positive values. It asks for derivatives of numerator and denominator near zero on that side, a nonzero denominator derivative there, both functions tending to zero, and a limit for the quotient of derivatives. The one-sided filter keeps $1+2h$ positive and $2h$ nonzero. The last requirement is met by `tendsto_slope_zero_right`, which reads the remaining quotient as a derivative at zero.

```lean
/-- The second difference quotient of `(1 + h)^(-p)` tends to `p (p + 1)` as the step `h`
decreases to zero. -/
theorem second_quotient_tendsto (p : ℝ) :
    Tendsto (fun h : ℝ => ((1 + 2 * h) ^ (-p) - 2 * (1 + 1 * h) ^ (-p) + 1) / h ^ 2)
      (𝓝[>] 0) (𝓝 (p * (p + 1))) := by
  have hder : ∀ h : ℝ, 0 ≤ h →
      HasDerivAt (fun t : ℝ => (1 + 2 * t) ^ (-p) - 2 * (1 + 1 * t) ^ (-p) + 1)
        (2 * (-p) * (1 + 2 * h) ^ (-p - 1) - 2 * (1 * (-p) * (1 + 1 * h) ^ (-p - 1))) h :=
    fun h hh => ((hasDerivAt_power (-p) 2 h (by linarith)).fun_sub
      ((hasDerivAt_power (-p) 1 h (by linarith)).const_mul 2)).add_const 1
  have hF : Tendsto (fun t : ℝ => (1 + 2 * t) ^ (-p) - 2 * (1 + 1 * t) ^ (-p) + 1)
      (𝓝 0) (𝓝 0) := by
    convert (hder 0 le_rfl).continuousAt.tendsto using 2
    norm_num
  -- L'Hôpital's rule reduces the limit to a first difference quotient
  refine HasDerivAt.lhopital_zero_nhdsGT (f' := fun h : ℝ =>
    2 * (-p) * (1 + 2 * h) ^ (-p - 1) - 2 * (1 * (-p) * (1 + 1 * h) ^ (-p - 1)))
    (g' := fun h : ℝ => 2 * h) ?_ ?_ ?_ (hF.mono_left nhdsWithin_le_nhds)
    (((continuous_pow 2).tendsto' (0 : ℝ) 0 (by norm_num)).mono_left nhdsWithin_le_nhds) ?_
  · filter_upwards [self_mem_nhdsWithin] with h hh
    exact hder h (le_of_lt hh)
  · filter_upwards with h
    simpa using hasDerivAt_pow 2 h
  · filter_upwards [self_mem_nhdsWithin] with h hh
    exact mul_ne_zero two_ne_zero (ne_of_gt hh)
  · have S := (((hasDerivAt_power (-p - 1) 2 0 (by norm_num)).fun_sub
      (hasDerivAt_power (-p - 1) 1 0 (by norm_num))).tendsto_slope_zero_right).const_mul (-p)
    have v : -p * (2 * (-p - 1) * (1 + 2 * (0 : ℝ)) ^ (-p - 1 - 1)
        - 1 * (-p - 1) * (1 + 1 * (0 : ℝ)) ^ (-p - 1 - 1)) = p * (p + 1) := by
      simp only [mul_zero, add_zero, Real.one_rpow]
      ring
    rw [v] at S
    refine S.congr fun h => ?_
    simp only [smul_eq_mul, zero_add, mul_zero, add_zero, Real.one_rpow, sub_self, sub_zero]
    rw [div_eq_mul_inv, mul_inv]
    ring
```

## The limits for the sequence

Here `hh` states that $1/(n+1)$ tends to zero through positive values, so both limits in $h$ can be composed with it. The identity `alg` cancels $e_n$ and $h$, while `d1` and `d2` are the factored differences.

```lean
/-- For `p > 0` and `c ≠ 0` the Aitken correction, divided by the true error, tends to
`p / (p + 1)`. -/
theorem aitkenStep_ratio_tendsto (s : ℝ) {c p : ℝ} (hp : 0 < p) (hc : c ≠ 0) :
    Tendsto (fun n => aitkenStep (iterate s c p) n / (iterate s c p n - s))
      atTop (𝓝 (p / (p + 1))) := by
  have hh : Tendsto (fun n : ℕ => 1 / ((n : ℝ) + 1)) atTop (𝓝[>] 0) :=
    tendsto_nhdsWithin_iff.mpr ⟨tendsto_one_div_add_atTop_nhds_zero_nat,
      Eventually.of_forall fun n => Set.mem_Ioi.mpr (by positivity)⟩
  have A0 : Tendsto (fun h : ℝ => ((1 + 1 * h) ^ (-p) - 1) / h) (𝓝[>] 0) (𝓝 (-p)) := by
    have S := (hasDerivAt_power (-p) 1 0 (by norm_num)).tendsto_slope_zero_right
    simpa [div_eq_inv_mul] using S
  have L := ((A0.comp hh).pow 2).div ((second_quotient_tendsto p).comp hh)
    (by positivity)
  have v : (-p) ^ 2 / (p * (p + 1)) = p / (p + 1) := by
    rw [div_eq_div_iff (by positivity) (by positivity)]
    ring
  rw [v] at L
  -- the error and the step size cancel from the quotient
  have alg : ∀ a b e h : ℝ, e ≠ 0 → h ≠ 0 →
      (a / h) ^ 2 / (b / h ^ 2) = (e * a) ^ 2 / (e * b) / e := by
    intro a b e h he h0
    rw [div_pow, div_div_div_cancel_right₀ (pow_ne_zero 2 h0), div_div,
      show e * b * e = e ^ 2 * b by ring, mul_pow,
      mul_div_mul_left _ _ (pow_ne_zero 2 he)]
  refine L.congr fun n => ?_
  have s1 := error_shift s c p n 1
  have s2 := error_shift s c p n 2
  simp only [Nat.cast_one, Nat.cast_ofNat] at s1 s2
  have d1 : firstDiff (iterate s c p) n = (iterate s c p n - s) *
      ((1 + 1 * (1 / ((n : ℝ) + 1))) ^ (-p) - 1) := by
    unfold firstDiff
    linear_combination s1
  have d2 : secondDiff (iterate s c p) n = (iterate s c p n - s) *
      ((1 + 2 * (1 / ((n : ℝ) + 1))) ^ (-p)
        - 2 * (1 + 1 * (1 / ((n : ℝ) + 1))) ^ (-p) + 1) := by
    unfold secondDiff
    linear_combination s2 - 2 * s1
  rw [aitkenStep, d1, d2]
  exact alg _ _ _ _ (error_ne_zero s p hc n) (by positivity)
```

Linearity gives the limit for any fixed `w`.

```lean
/-- For `p > 0` and `c ≠ 0`, subtracting `w` times the Aitken correction leaves an error whose ratio
to the original error tends to `1 - w p / (p + 1)`. -/
theorem weighted_error_tendsto (s w : ℝ) {c p : ℝ} (hp : 0 < p) (hc : c ≠ 0) :
    Tendsto (fun n => (iterate s c p n - w * aitkenStep (iterate s c p) n - s) /
      (iterate s c p n - s)) atTop (𝓝 (1 - w * (p / (p + 1)))) := by
  refine (((aitkenStep_ratio_tendsto s hp hc).const_mul w).const_sub 1).congr fun n => ?_
  rw [sub_right_comm, sub_div, div_self (error_ne_zero s p hc n), mul_div_assoc]
```

Uniqueness of limits then shows that if the remaining fraction of the error tends to zero, then $w=(p+1)/p$; substitution gives the converse.

```lean
/-- For `p > 0` and `c ≠ 0`, the error left by a fixed weight `w`, divided by the original error,
tends to zero exactly when `w = (p + 1) / p`. -/
theorem weight_optimal_iff (s w : ℝ) {c p : ℝ} (hp : 0 < p) (hc : c ≠ 0) :
    Tendsto (fun n => (iterate s c p n - w * aitkenStep (iterate s c p) n - s) /
      (iterate s c p n - s)) atTop (𝓝 0) ↔ w = (p + 1) / p := by
  have hp1 : p + 1 ≠ 0 := by positivity
  have L := weighted_error_tendsto s w hp hc
  constructor
  · intro h
    have e := tendsto_nhds_unique h L
    have e1 : w * p / (p + 1) = 1 := by
      rw [mul_div_assoc]
      linarith
    rw [div_eq_iff hp1, one_mul] at e1
    rw [eq_div_iff hp.ne', e1]
  · intro h
    have v : 1 - w * (p / (p + 1)) = 0 := by
      rw [h, div_mul_div_cancel₀ hp.ne', div_self hp1, sub_self]
    rwa [v] at L
```

The final theorem joins three statements: the second difference is nonzero for every `n`, the ordinary correction leaves $1/(p+1)$, and the rescaled one leaves zero in the limit. The last two are the weights $1$ and $(p+1)/p$.

```lean
/-- For errors `c (n+1)^(-p)` with `p > 0` and `c ≠ 0`, the second difference never vanishes, the
Aitken correction leaves a fraction of the original error that tends to `1 / (p + 1)`, and the
correction rescaled by `(p + 1) / p` leaves a fraction that tends to zero. -/
theorem aitken_logarithmic (s : ℝ) {c p : ℝ} (hp : 0 < p) (hc : c ≠ 0) :
    (∀ n, secondDiff (iterate s c p) n ≠ 0) ∧
    Tendsto (fun n => (iterate s c p n - aitkenStep (iterate s c p) n - s) /
      (iterate s c p n - s)) atTop (𝓝 (1 / (p + 1))) ∧
    Tendsto (fun n => (iterate s c p n - (p + 1) / p * aitkenStep (iterate s c p) n - s) /
      (iterate s c p n - s)) atTop (𝓝 0) := by
  refine ⟨secondDiff_ne_zero s hp hc, ?_, (weight_optimal_iff s _ hp hc).mpr rfl⟩
  have hp1 : p + 1 ≠ 0 := by positivity
  have L := weighted_error_tendsto s 1 hp hc
  simp only [one_mul] at L
  have v : 1 - p / (p + 1) = 1 / (p + 1) := by
    rw [eq_div_iff hp1, sub_mul, div_mul_cancel₀ _ hp1]
    ring
  rwa [v] at L

end

end LogarithmicConvergence
```

```lean
#print axioms LogarithmicConvergence.aitken_logarithmic
```

```
'LogarithmicConvergence.aitken_logarithmic' depends on axioms: [propext, Classical.choice, Quot.sound]
```
